# In a finite connected scattering model, sampling with self-scattering keeps the stationary occupation, while sampling real events alone keeps it only at equal rates

An electron in a semiconductor flies freely, scatters, and flies again. In a Monte Carlo simulation its scattering rate depends on its state, so a fast-scattering state produces more events per unit of time spent in it. If an observable is recorded once per scattering event, such states are counted too often. Self-scattering adds fictitious events that leave the state unchanged and raises the total event rate to a constant $G$. Which of the two event sequences has the physical occupation as its stationary distribution?

## Scattering as a finite generator

The electron occupies one of finitely many states, such as valleys or cells in momentum space, and its state doesn't change during a flight. Drift in an applied field is therefore left out, as is any dependence of the rates on the occupation, such as Pauli blocking. Every real scattering event in the model changes the state, so scattering within a single valley or cell is not counted. The type `n` is the set of states.

```lean
import Mathlib

open Matrix

namespace SelfScatteringMonteCarlo

noncomputable section

variable {n : Type*} [Fintype n] [DecidableEq n]
```

For $i\neq j$, let $Q_{ij}\ge 0$ be the rate of scattering from $i$ to $j$. The diagonal is fixed by conservation of probability, $\sum_j Q_{ij}=0$.

```lean
/-- A scattering generator: nonnegative rates between distinct states and zero row sums. -/
structure IsGenerator (Q : Matrix n n ℝ) : Prop where
  off_diag : ∀ i j, i ≠ j → 0 ≤ Q i j
  row_sum : ∀ i, ∑ j, Q i j = 0
```

The total rate of real scattering out of $i$ is then
$$\lambda_i=\sum_{j\ne i}Q_{ij}=-Q_{ii}.$$

```lean
/-- The total rate of real scattering out of state `i`. -/
def rate (Q : Matrix n n ℝ) (i : n) : ℝ := -Q i i
```

Distributions are row vectors $p$, written to the left of the matrix as `p ᵥ* Q`. The occupation obeys $\dot p=pQ$, so a steady state satisfies $pQ=0$. A chain of events is described by a matrix $P$ with $P_{ij}\ge0$ and $\sum_jP_{ij}=1$, and one event takes $p$ to $pP$.

```lean
/-- A matrix of transition probabilities: nonnegative entries and unit row sums. -/
def IsStochastic (P : Matrix n n ℝ) : Prop :=
  (∀ i j, 0 ≤ P i j) ∧ ∀ i, ∑ j, P i j = 1
```

States are connected if a sequence of positive rates leads from any state to any other. Physically, no group of states is closed off from the rest.

```lean
/-- Every state can be reached from every other by a sequence of allowed scatterings. -/
def Connected (Q : Matrix n n ℝ) : Prop :=
  ∀ i j, Relation.ReflTransGen (fun a b => 0 < Q a b) i j
```

## Two chains of events

With self-scattering, events occur at rate $G$ in every state. An event in state $i$ is a real transition to $j\neq i$ with probability $Q_{ij}/G$ and otherwise changes nothing:
$$P=I+\frac{Q}{G}.$$

```lean
/-- The chain with self-scattering, sampled at the constant total rate `G`. -/
def selfScatter (Q : Matrix n n ℝ) (G : ℝ) : Matrix n n ℝ := 1 + G⁻¹ • Q
```

Without self-scattering, each event is a real transition:
$$J_{ij}=\frac{Q_{ij}}{\lambda_i}\quad(i\ne j),\qquad J_{ii}=0.$$

```lean
/-- The chain of real scattering events only, without self-scattering. -/
def jumpChain (Q : Matrix n n ℝ) : Matrix n n ℝ :=
  Matrix.of fun i j => if i = j then 0 else Q i j / rate Q i
```

The mean rate of real scattering in the occupation $p$ is $\bar\lambda=\sum_k p_k\lambda_k$.

```lean
/-- The scattering rate averaged over the distribution `p`. -/
def meanRate (Q : Matrix n n ℝ) (p : n → ℝ) : ℝ := ∑ k, p k * rate Q k
```

State $i$ emits real events at rate $p_i\lambda_i$, so its share of them is
$$s_i=\frac{p_i\lambda_i}{\bar\lambda}.$$

```lean
/-- The share of real scattering events that leave state `i` when `p` is the occupation. -/
def eventShare (Q : Matrix n n ℝ) (p : n → ℝ) (i : n) : ℝ :=
  p i * rate Q i / meanRate Q p
```

For stationary $p$ and positive rates, $J$ fixes $s$, because $\sum_{i\ne j}p_i\lambda_i\,Q_{ij}/\lambda_i=\sum_{i\neq j}p_iQ_{ij}=p_j\lambda_j$. This one-line computation is not among the theorems below, which compare $s$ with $p$ and test whether $J$ fixes $p$.

## The constant rate must bound every real rate

The entries of the first chain are $P_{ij}=\delta_{ij}+Q_{ij}/G$.

```lean
omit [Fintype n] in
/-- The entries of the self-scattering chain. -/
lemma selfScatter_apply (Q : Matrix n n ℝ) (G : ℝ) (i j : n) :
    selfScatter Q G i j = (if i = j then 1 else 0) + G⁻¹ * Q i j := by
  simp [selfScatter, Matrix.one_apply]
```

Off the diagonal these are nonnegative for $G>0$, and each row sums to $1+0=1$. Only the diagonal imposes a condition:
$$P_{ii}=1-\frac{\lambda_i}{G}=\frac{G-\lambda_i}{G}\ge0\iff\lambda_i\le G.$$
In the proof, `e` is this factorisation. The forward direction reads off the diagonal entry, and the reverse direction treats the two kinds of entry and then the row sum.

```lean
/-- The self-scattering chain has valid transition probabilities exactly when the constant
total rate `G` is at least as large as every real scattering rate. -/
theorem selfScatter_stochastic_iff {Q : Matrix n n ℝ} (hQ : IsGenerator Q) {G : ℝ}
    (hG : 0 < G) : IsStochastic (selfScatter Q G) ↔ ∀ i, rate Q i ≤ G := by
  have e : ∀ i, 1 + G⁻¹ * Q i i = G⁻¹ * (G + Q i i) := fun i => by
    rw [mul_add, inv_mul_cancel₀ hG.ne']
  constructor
  · intro h i
    have h1 := h.1 i i
    rw [selfScatter_apply, if_pos rfl, e] at h1
    have h2 := nonneg_of_mul_nonneg_right h1 (inv_pos.2 hG)
    unfold rate
    linarith
  · intro h
    refine ⟨fun i j => ?_, fun i => ?_⟩
    · rw [selfScatter_apply]
      rcases eq_or_ne i j with hij | hij
      · rw [← hij, if_pos rfl, e]
        have h1 := h i
        unfold rate at h1
        exact mul_nonneg (inv_pos.2 hG).le (by linarith)
      · rw [if_neg hij, zero_add]
        exact mul_nonneg (inv_pos.2 hG).le (hQ.off_diag i j hij)
    · simp only [selfScatter_apply, Finset.sum_add_distrib, ← Finset.mul_sum, hQ.row_sum]
      simp
```

In a simulation code, the flight time is drawn as $-\ln(r)/G$ with $r$ uniform on $(0,1)$. A second random number, scaled by $G$, is compared with the cumulated rates of the mechanisms; if it exceeds $\lambda_i$, the event is a self-scattering and the state is kept. A state with $\lambda_i>G$ would need a negative self-scattering probability, so a code should check this bound.

## Self-scattering keeps the steady state

For any vector $p$,
$$pP=p+\frac1G\,pQ,$$
so $pP=p$ exactly when $pQ=0$. The fixed vectors are the same for every $G>0$. The proof expands the product and cancels the nonzero factor $1/G$.

```lean
/-- A distribution is unchanged by the self-scattering chain exactly when it is stationary
for the continuous-time scattering dynamics. -/
theorem selfScatter_fixes_iff (Q : Matrix n n ℝ) {G : ℝ} (hG : 0 < G) (p : n → ℝ) :
    p ᵥ* selfScatter Q G = p ↔ p ᵥ* Q = 0 := by
  rw [selfScatter, Matrix.vecMul_add, Matrix.vecMul_one, Matrix.vecMul_smul]
  simp [hG.ne']
```

## Event shares differ from occupations

Let all $p_i$ and $\lambda_i$ be positive and $\sum_ip_i=1$. If $s=p$, then $p_i\lambda_i=p_i\bar\lambda$, and dividing by $p_i$ gives $\lambda_i=\bar\lambda$ for every $i$. Conversely, if all rates equal $\lambda$, then $\bar\lambda=\lambda\sum_ip_i=\lambda$ and $s_i=p_i$. Neither connectedness nor stationarity enters. In the proof, `key` is the statement $\lambda_i=\bar\lambda$.

```lean
omit [DecidableEq n] in
/-- The shares of real scattering events reproduce the occupation probabilities exactly when
all scattering rates coincide. -/
theorem eventShare_eq_iff {Q : Matrix n n ℝ} (hr : ∀ i, 0 < rate Q i) {p : n → ℝ}
    (hp : ∀ i, 0 < p i) (h1 : ∑ i, p i = 1) :
    eventShare Q p = p ↔ ∀ i j, rate Q i = rate Q j := by
  have hne : Nonempty n := by
    by_contra hn
    rw [not_nonempty_iff] at hn
    simp at h1
  have hL : 0 < meanRate Q p :=
    Finset.sum_pos (fun i _ => mul_pos (hp i) (hr i)) Finset.univ_nonempty
  constructor
  · intro h
    -- each rate must equal the mean rate
    have key : ∀ i, rate Q i = meanRate Q p := fun i => by
      have h2 := congrFun h i
      rw [eventShare, div_eq_iff hL.ne'] at h2
      exact mul_left_cancel₀ (hp i).ne' h2
    intro i j
    rw [key i, key j]
  · intro h
    funext i
    have hm : meanRate Q p = rate Q i := by
      unfold meanRate
      rw [Finset.sum_congr rfl (fun k _ => by rw [h k i]), ← Finset.sum_mul, h1, one_mul]
    rw [eventShare, hm, mul_div_cancel_right₀ _ (hr i).ne']
```

The resulting error in the average of an observable $f$ follows from $s_i\bar\lambda=p_i\lambda_i$:
$$\Big(\sum_i s_if_i-\sum_ip_if_i\Big)\bar\lambda=\sum_ip_i(\lambda_i-\bar\lambda)f_i.$$
For normalised $p$, the right-hand side is the covariance of the scattering rate with $f$. An energy average is thus biased upwards if energy and scattering rate are positively correlated. Lean proves the identity term by term, assuming only $\bar\lambda\ne0$.

```lean
omit [DecidableEq n] in
/-- The error of averaging an observable `f` over real scattering events, times the mean rate,
is the average of `f` weighted by the deviation of the rate from its mean. -/
theorem event_average_bias (Q : Matrix n n ℝ) (p f : n → ℝ) (hL : meanRate Q p ≠ 0) :
    (∑ i, eventShare Q p i * f i - ∑ i, p i * f i) * meanRate Q p
      = ∑ i, p i * (rate Q i - meanRate Q p) * f i := by
  rw [sub_mul, Finset.sum_mul, Finset.sum_mul, ← Finset.sum_sub_distrib]
  refine Finset.sum_congr rfl fun i _ => ?_
  have h : eventShare Q p i * meanRate Q p = p i * rate Q i := div_mul_cancel₀ _ hL
  linear_combination f i * h
```

A code that records only real events can correct for this by weighting each visit to state $i$ with its mean residence time $1/\lambda_i$.

## When the jump chain keeps the steady state

One step of $J$ changes $p$ by
$$(pJ)_j-p_j=\sum_{i\neq j}\frac{p_iQ_{ij}}{\lambda_i}-p_j=\sum_i\frac{p_iQ_{ij}}{\lambda_i},$$
since the diagonal term of the last sum is $p_jQ_{jj}/\lambda_j=-p_j$. The lemma checks this by splitting each summand into the cases $i=j$ and $i\ne j$.

```lean
/-- The change of a distribution in one step of the jump chain is the net flow generated by
the distribution divided by the scattering rates. -/
lemma jumpChain_defect {Q : Matrix n n ℝ} (hr : ∀ i, 0 < rate Q i) (p : n → ℝ) (j : n) :
    (p ᵥ* jumpChain Q) j - p j = ∑ i, p i * Q i j / rate Q i := by
  have e : ∀ i, p i * jumpChain Q i j
      = p i * Q i j / rate Q i + if i = j then p i else 0 := by
    intro i
    rcases eq_or_ne i j with hij | hij
    · rw [← hij]
      have h : Q i i = -rate Q i := by simp [rate]
      simp only [jumpChain, Matrix.of_apply, ↓reduceIte]
      rw [h, mul_neg, neg_div, mul_div_cancel_right₀ _ (hr i).ne']
      ring
    · simp only [jumpChain, Matrix.of_apply, if_neg hij]
      ring
  simp only [Matrix.vecMul, dotProduct, e, Finset.sum_add_distrib]
  simp
```

Now let $pQ=0$ with all $p_i$ and $\lambda_i$ positive. If all rates equal $\lambda$, the change is $\lambda^{-1}\sum_ip_iQ_{ij}=0$, and $J$ fixes $p$.

For the other direction, suppose $pJ=p$. Let $m$ be a state of minimal rate and $c$ any state with $\lambda_c=\lambda_m$. Stationarity at $c$, divided by $\lambda_m$, minus the vanishing change at $c$ gives
$$\sum_kp_kQ_{kc}\left(\frac1{\lambda_m}-\frac1{\lambda_k}\right)=0.$$
The term $k=c$ is zero because $\lambda_c=\lambda_m$. All others are nonnegative because $\lambda_m$ is minimal. Hence every term vanishes, and any state $i$ with $Q_{ic}>0$ has $\lambda_i=\lambda_m$. The minimal rate passes from a state to all states that feed it. Since every state has a path to $m$, following that path backwards gives all states the same rate.

In Lean, `hz` is the vanishing sum, `hn` the sign of its terms, and `step` the conclusion about predecessors. The induction in `all` runs along the path from $i$ to $m$.

```lean
/-- For connected states with a positive stationary distribution, the jump chain without
self-scattering preserves that distribution exactly when all scattering rates coincide. -/
theorem jumpChain_fixes_iff {Q : Matrix n n ℝ} (hQ : IsGenerator Q) (hc : Connected Q)
    (hr : ∀ i, 0 < rate Q i) {p : n → ℝ} (hp : ∀ i, 0 < p i) (hst : p ᵥ* Q = 0) :
    p ᵥ* jumpChain Q = p ↔ ∀ i j, rate Q i = rate Q j := by
  have hs : ∀ j, ∑ i, p i * Q i j = 0 := fun j => congrFun hst j
  constructor
  · intro h a b
    have hne : Nonempty n := ⟨a⟩
    obtain ⟨m, hm⟩ := Finite.exists_min (rate Q)
    -- a state that feeds a state of minimal rate has minimal rate itself
    have step : ∀ i c, 0 < Q i c → rate Q c = rate Q m → rate Q i = rate Q m := by
      intro i c hic hcm
      have hd := jumpChain_defect hr p c
      rw [h, sub_self] at hd
      have hz : ∑ k, p k * Q k c * ((rate Q m)⁻¹ - (rate Q k)⁻¹) = 0 := by
        have h2 : ∑ k, p k * Q k c * ((rate Q m)⁻¹ - (rate Q k)⁻¹)
            = (∑ k, p k * Q k c) * (rate Q m)⁻¹ - ∑ k, p k * Q k c / rate Q k := by
          rw [Finset.sum_mul, ← Finset.sum_sub_distrib]
          exact Finset.sum_congr rfl fun k _ => by ring
        rw [h2, hs c, ← hd, zero_mul, sub_zero]
      have hn : ∀ k, 0 ≤ p k * Q k c * ((rate Q m)⁻¹ - (rate Q k)⁻¹) := by
        intro k
        rcases eq_or_ne k c with hk | hk
        · simp [hk, hcm]
        · exact mul_nonneg (mul_nonneg (hp k).le (hQ.off_diag k c hk))
            (sub_nonneg.2 (inv_anti₀ (hr m) (hm k)))
      have hi := (Finset.sum_eq_zero_iff_of_nonneg (fun k _ => hn k)).1 hz i
        (Finset.mem_univ i)
      rcases mul_eq_zero.1 hi with h3 | h3
      · exact absurd h3 (mul_pos (hp i) hic).ne'
      · exact (inv_injective (sub_eq_zero.1 h3)).symm
    -- connectedness carries the minimal rate to all states
    have all : ∀ i, rate Q i = rate Q m := fun i => by
      have hpath := hc i m
      induction hpath using Relation.ReflTransGen.head_induction_on with
      | refl => rfl
      | head h' _ ih => exact step _ _ h' ih
    rw [all a, all b]
  · intro h
    funext j
    have hd := jumpChain_defect hr p j
    rw [Finset.sum_congr rfl (fun i _ => by rw [h i j]), ← Finset.sum_div, hs j,
      zero_div] at hd
    exact sub_eq_zero.1 hd
```

Connectedness matters here: two separate pairs of states, one with both rates 1 and the other with both rates 2, have a uniform steady state that $J$ fixes although the rates differ.

## The combined statement

The theorem takes a connected generator, rates with $0<\lambda_i\le G$, and a positive normalised $p$ with $pQ=0$. Positive rates mean that no state traps the electron, and $p$ is the steady occupation, supplied as a hypothesis. The conclusion is that $P$ is stochastic, that $P$ fixes $p$, and that $J$ fixes $p$ exactly when all rates coincide. The proof obtains $G>0$ from the bounds on any one rate and combines the earlier results.

```lean
/-- For connected states with positive rates bounded by `G` and a positive stationary distribution,
the self-scattering chain is stochastic and keeps that distribution, while the jump chain keeps it
exactly when all rates coincide. -/
theorem self_scattering_principle {Q : Matrix n n ℝ} (hQ : IsGenerator Q)
    (hc : Connected Q) {G : ℝ} (hr : ∀ i, 0 < rate Q i ∧ rate Q i ≤ G) {p : n → ℝ}
    (hp : ∀ i, 0 < p i) (h1 : ∑ i, p i = 1) (hst : p ᵥ* Q = 0) :
    IsStochastic (selfScatter Q G) ∧ p ᵥ* selfScatter Q G = p ∧
      (p ᵥ* jumpChain Q = p ↔ ∀ i j, rate Q i = rate Q j) := by
  have hne : Nonempty n := by
    by_contra hn
    rw [not_nonempty_iff] at hn
    simp at h1
  obtain ⟨a⟩ := hne
  have hG : 0 < G := (hr a).1.trans_le (hr a).2
  exact ⟨(selfScatter_stochastic_iff hQ hG).2 fun i => (hr i).2,
    (selfScatter_fixes_iff Q hG p).2 hst,
    jumpChain_fixes_iff hQ hc (fun i => (hr i).1) hp hst⟩
```

For simulation practice, this means that in a finite model without drift during flights, recording the state at every event, self-scatterings included, targets the steady occupation without weights. The statement concerns fixed distributions; it gives no rate of convergence and no statistical error.

## Two valleys with rates 1 and 2

Take
$$Q=\begin{pmatrix}-1&1\\2&-2\end{pmatrix},\qquad p=\left(\tfrac23,\tfrac13\right),\qquad G=2.$$

```lean
/-- A two-valley model with scattering rates 1 and 2. -/
def twoValley : Matrix (Fin 2) (Fin 2) ℝ := !![-1, 1; 2, -2]
```

Then $pQ=\left(-\tfrac23+\tfrac23,\ \tfrac23-\tfrac23\right)=0$, and both rates lie in $(0,2]$. The jump chain simply swaps the valleys, so $pJ=\left(\tfrac13,\tfrac23\right)\neq p$. The event shares are $\left(\tfrac12,\tfrac12\right)$: each valley emits half of the real events, although the electron spends two thirds of its time in the first. The Lean proof checks the hypotheses entry by entry and refutes $pJ=p$ at the first component.

```lean
/-- The two-valley model with occupations 2/3 and 1/3 and total rate 2 meets all conditions of
the self-scattering principle, and its jump chain does not preserve the occupations. -/
theorem twoValley_witness :
    IsGenerator twoValley ∧ Connected twoValley ∧
      (∀ i, 0 < rate twoValley i ∧ rate twoValley i ≤ 2) ∧
      (∀ i, 0 < (![2 / 3, 1 / 3] : Fin 2 → ℝ) i) ∧
      ∑ i, (![2 / 3, 1 / 3] : Fin 2 → ℝ) i = 1 ∧
      ![2 / 3, 1 / 3] ᵥ* twoValley = 0 ∧
      ![2 / 3, 1 / 3] ᵥ* jumpChain twoValley ≠ ![2 / 3, 1 / 3] := by
  refine ⟨⟨?_, ?_⟩, ?_, ?_, ?_, ?_, ?_, ?_⟩
  · intro i j hij
    fin_cases i <;> fin_cases j <;> simp_all [twoValley]
  · intro i
    fin_cases i <;> norm_num [twoValley, Fin.sum_univ_two]
  · intro i j
    by_cases hij : i = j
    · rw [hij]
    · refine Relation.ReflTransGen.single ?_
      fin_cases i <;> fin_cases j <;> simp_all [twoValley]
  · intro i
    fin_cases i <;> norm_num [rate, twoValley]
  · intro i
    fin_cases i <;> norm_num
  · norm_num [Fin.sum_univ_two]
  · ext j
    fin_cases j <;> norm_num [twoValley, Matrix.vecMul, dotProduct, Fin.sum_univ_two]
  · intro h
    have h0 := congrFun h 0
    norm_num [jumpChain, rate, twoValley, Matrix.vecMul, dotProduct, Fin.sum_univ_two] at h0

end

end SelfScatteringMonteCarlo
```

```lean
#print axioms SelfScatteringMonteCarlo.eventShare_eq_iff
#print axioms SelfScatteringMonteCarlo.event_average_bias
#print axioms SelfScatteringMonteCarlo.self_scattering_principle
```

```
'SelfScatteringMonteCarlo.eventShare_eq_iff' depends on axioms: [propext, Classical.choice, Quot.sound]
'SelfScatteringMonteCarlo.event_average_bias' depends on axioms: [propext, Classical.choice, Quot.sound]
'SelfScatteringMonteCarlo.self_scattering_principle' depends on axioms: [propext, Classical.choice, Quot.sound]
```
